# Norm and boundary slope of the energy derivative in an empty muffin-tin sphere at zero energy

Inside each muffin-tin sphere, each angular-momentum component of an LAPW basis function combines a radial solution $u$ at a chosen energy with its energy derivative $\dot u$. The two coefficients are set by matching value and slope to the same component of a plane wave at the sphere radius $R$. How large is $\dot u$ in the sphere, and with what slope does it reach the boundary? If $u$ is kept normalised in the sphere as the energy varies, both answers can be found in closed form for zero potential and zero energy.

```lean
import Mathlib

noncomputable section

namespace LAPWEnergyDerivative
```

The angular part is taken as already integrated, so the overlap of two real radial functions is $\langle f,g\rangle=\int_0^R r^2 f g\,dr$.

```lean
/-- The overlap of two radial functions in a sphere of radius `R`, with weight `r²`. -/
def radialOverlap (R : ℝ) (f g : ℝ → ℝ) : ℝ := ∫ r in (0 : ℝ)..R, r ^ 2 * f r * g r
```

In Rydberg units the radial kinetic operator for angular momentum $l=0,1,2,\dots$ is $Tf=-f''-\frac{2}{r}f'+\frac{l(l+1)}{r^2}f$.

```lean
/-- The radial kinetic-energy operator in Rydberg units for angular momentum `l`,
meant for `r ≠ 0`. -/
def radialKinetic (l : ℕ) (f : ℝ → ℝ) (r : ℝ) : ℝ :=
  -deriv (deriv f) r - 2 / r * deriv f r + l * (l + 1) / r ^ 2 * f r
```

The regular solution is $u=Ar^l$, with a real amplitude $A$.

```lean
/-- The radial function `u = A r^l`. -/
def radialU (l : ℕ) (A r : ℝ) : ℝ := A * r ^ l
```

The candidate for $\dot u$ belongs to the family
$$v_{A,c}(r)=-\frac{A\,r^{l+2}}{2(2l+3)}+c\,r^l .$$
Lean calls every member `radialUDot`, although only one value of $c$ will deserve the name $\dot u$. Below, $v$ means $v_{A,c}$ with the same $A$ as in $u$.

```lean
/-- The radial function `-A r^(l+2) / (2(2l+3)) + c r^l`. -/
def radialUDot (l : ℕ) (A c r : ℝ) : ℝ :=
  -A * r ^ (l + 2) / (2 * (2 * (l : ℝ) + 3)) + c * r ^ l
```

## (a) The solution as a member of the family

Show that $u=v_{0,A}$.

**Solution.** Setting the first parameter to zero removes the $r^{l+2}$ term, and $c=A$ leaves $Ar^l$. Formulas for the family therefore also serve for $u$.

```lean
/-- The function `A r^l` is the member of the family `radialUDot` without an `r^(l+2)` term. -/
lemma radialU_eq (l : ℕ) (A : ℝ) : radialU l A = radialUDot l 0 A := by
  funext r
  simp [radialU, radialUDot]
```

## (b) Lowering a power

Show that $l\,r^{l-1}=l\,r^l/r$ for $r\neq0$.

**Solution.** For $l=0$ both sides vanish. For $l\ge1$ use $r^l=r\cdot r^{l-1}$. The Lean proof makes the same case split; its natural-number exponent `l - 1` is $0$ at $l=0$, where the prefactor removes the term.

```lean
/-- For `r ≠ 0`, `l r^(l-1) = l r^l / r`, where the natural-number exponent `l - 1` is `0` at
`l = 0`. -/
lemma pow_pred (l : ℕ) {r : ℝ} (hr : r ≠ 0) :
    (l : ℝ) * r ^ (l - 1) = l * r ^ l / r := by
  rcases l with _ | l
  · simp
  · rw [Nat.add_sub_cancel, eq_div_iff hr]
    ring
```

## (c) The radial slope

Show that at every $r$
$$v_{A,c}'(r)=-\frac{A(l+2)r^{l+1}}{2(2l+3)}+c\,l\,r^{l-1}.$$

**Solution.** Differentiate each power and add. In the proof, `h1` and `h2` are the two terms.

```lean
/-- The radial slope of `-A r^(l+2) / (2(2l+3)) + c r^l`. -/
lemma hasDerivAt_radialUDot (l : ℕ) (A c r : ℝ) :
    HasDerivAt (radialUDot l A c)
      (-A * ((l + 2) * r ^ (l + 1)) / (2 * (2 * (l : ℝ) + 3)) + c * (l * r ^ (l - 1))) r := by
  have h1 := (hasDerivAt_pow (l + 2) r).const_mul (-A / (2 * (2 * (l : ℝ) + 3)))
  have h2 := (hasDerivAt_pow l r).const_mul c
  have e : radialUDot l A c =
      fun x => -A / (2 * (2 * (l : ℝ) + 3)) * x ^ (l + 2) + c * x ^ l := by
    funext x
    simp only [radialUDot]
    ring
  rw [e]
  refine (h1.fun_add h2).congr_deriv ?_
  rw [show l + 2 - 1 = l + 1 by omega]
  push_cast
  ring
```

## (d) The inhomogeneous radial equation

Differentiating $(T-E)u_E=0$ with respect to the energy $E$ gives $(T-E)\dot u_E=u_E$. Show that $v$ satisfies this equation at $E=0$, for every $c$ and every $r\ne0$:
$$T v_{A,c}=u .$$

**Solution.** On a power,
$$T r^p=\bigl[l(l+1)-p(p+1)\bigr]r^{p-2}.$$
The bracket is $0$ for $p=l$ and $-2(2l+3)$ for $p=l+2$. Hence $Tv_{A,c}=Ar^l$.

In Lean, `hdd` computes the second derivative, and `hp` handles $r^{l-2}$ by treating $l=0$, $l=1$ and $l\ge2$ separately. Then `field_simp` and `ring` collect the terms.

```lean
/-- Away from the origin, the kinetic operator maps `-A r^(l+2) / (2(2l+3)) + c r^l`
to `u = A r^l`, for every `c`. -/
theorem radialKinetic_radialUDot (l : ℕ) (A c : ℝ) {r : ℝ} (hr : r ≠ 0) :
    radialKinetic l (radialUDot l A c) r = radialU l A r := by
  have hl : 2 * (l : ℝ) + 3 ≠ 0 := by positivity
  have hp : (l : ℝ) * (((l - 1 : ℕ) : ℝ) * r ^ (l - 1 - 1)) =
      l * (l - 1) * r ^ l / r ^ 2 := by
    rcases l with _ | _ | l
    · simp
    · simp
    · simp only [Nat.add_sub_cancel]
      rw [eq_div_iff (pow_ne_zero 2 hr)]
      push_cast
      ring
  -- the second derivative
  have hdd : deriv (deriv (radialUDot l A c)) r =
      -A * ((l + 2) * (l + 1) * r ^ l) / (2 * (2 * (l : ℝ) + 3))
        + c * (l * (l - 1) * r ^ l / r ^ 2) := by
    have e : deriv (radialUDot l A c) = fun x =>
        -A * (l + 2) / (2 * (2 * (l : ℝ) + 3)) * x ^ (l + 1) + c * l * x ^ (l - 1) := by
      funext x
      rw [(hasDerivAt_radialUDot l A c x).deriv]
      ring
    have h1 := (hasDerivAt_pow (l + 1) r).const_mul (-A * (l + 2) / (2 * (2 * (l : ℝ) + 3)))
    have h2 := (hasDerivAt_pow (l - 1) r).const_mul (c * l)
    rw [e]
    refine (h1.fun_add h2).deriv.trans ?_
    rw [← hp, Nat.add_sub_cancel]
    push_cast
    ring
  rw [radialKinetic, hdd, (hasDerivAt_radialUDot l A c r).deriv, pow_pred l hr]
  simp only [radialUDot, radialU]
  field_simp
  ring
```

## (e) The homogeneous equation

Show that $Tu=0$ for $r\neq0$.

**Solution.** By (a), $u=v_{0,A}$. By (d), $T$ maps this to $0\cdot r^l=0$.

```lean
/-- Away from the origin, `u = A r^l` solves the free radial equation at zero energy. -/
theorem radialKinetic_radialU (l : ℕ) (A : ℝ) {r : ℝ} (hr : r ≠ 0) :
    radialKinetic l (radialU l A) r = 0 := by
  rw [radialU_eq, radialKinetic_radialUDot l 0 A hr]
  simp [radialU]
```

## (f) Overlaps in closed form

For real $A,c,B,d$, show that
$$\langle v_{A,c},v_{B,d}\rangle=\frac{AB\,R^{2l+7}}{4(2l+3)^2(2l+7)}-\frac{(Ad+Bc)R^{2l+5}}{2(2l+3)(2l+5)}+\frac{cd\,R^{2l+3}}{2l+3}.$$

**Solution.** The integrand is
$$\frac{AB}{4(2l+3)^2}r^{2l+6}-\frac{Ad+Bc}{2(2l+3)}r^{2l+4}+cd\,r^{2l+2}.$$
Integrate with $\int_0^R r^n dr=R^{n+1}/(n+1)$. In the proof, `e` is the expansion, `s` splits the integral and `hpow` integrates a power.

```lean
/-- The overlap of two functions of the family `radialUDot` in closed form. -/
lemma radialOverlap_formula (l : ℕ) (R A c B d : ℝ) :
    radialOverlap R (radialUDot l A c) (radialUDot l B d) =
      A * B * R ^ (2 * l + 7) / (4 * (2 * (l : ℝ) + 3) ^ 2 * (2 * l + 7))
      - (A * d + B * c) * R ^ (2 * l + 5) / (2 * (2 * (l : ℝ) + 3) * (2 * l + 5))
      + c * d * R ^ (2 * l + 3) / (2 * (l : ℝ) + 3) := by
  have h3 : 2 * (l : ℝ) + 3 ≠ 0 := by positivity
  have h5 : 2 * (l : ℝ) + 5 ≠ 0 := by positivity
  have h7 : 2 * (l : ℝ) + 7 ≠ 0 := by positivity
  have hpow : ∀ n : ℕ, ∫ r in (0 : ℝ)..R, r ^ n = R ^ (n + 1) / ((n : ℝ) + 1) := by
    intro n
    rw [integral_pow, zero_pow (Nat.succ_ne_zero n), sub_zero]
  -- integrate the three powers separately
  have s : ∀ a b e : ℝ, ∫ r in (0 : ℝ)..R,
      (a * r ^ (2 * l + 6) + b * r ^ (2 * l + 4) + e * r ^ (2 * l + 2)) =
      a * (∫ r in (0 : ℝ)..R, r ^ (2 * l + 6)) + b * (∫ r in (0 : ℝ)..R, r ^ (2 * l + 4))
        + e * (∫ r in (0 : ℝ)..R, r ^ (2 * l + 2)) := by
    intro a b e
    rw [intervalIntegral.integral_add, intervalIntegral.integral_add,
      intervalIntegral.integral_const_mul, intervalIntegral.integral_const_mul,
      intervalIntegral.integral_const_mul] <;>
    exact Continuous.intervalIntegrable (by fun_prop) _ _
  have e : ∀ r : ℝ, r ^ 2 * radialUDot l A c r * radialUDot l B d r =
      A * B / (4 * (2 * (l : ℝ) + 3) ^ 2) * r ^ (2 * l + 6)
      + -(A * d + B * c) / (2 * (2 * (l : ℝ) + 3)) * r ^ (2 * l + 4)
      + c * d * r ^ (2 * l + 2) := by
    intro r
    simp only [radialUDot]
    field_simp
    ring
  have c7 : ((2 * l + 6 : ℕ) : ℝ) + 1 = 2 * l + 7 := by push_cast; ring
  have c5 : ((2 * l + 4 : ℕ) : ℝ) + 1 = 2 * l + 5 := by push_cast; ring
  have c3 : ((2 * l + 2 : ℕ) : ℝ) + 1 = 2 * l + 3 := by push_cast; ring
  simp only [radialOverlap, e]
  rw [s, hpow, hpow, hpow, c7, c5, c3]
  field_simp
  ring
```

## (g) Normalisation of the solution

Show that $\langle u,u\rangle=1$ exactly when
$$A^2R^{2l+3}=2l+3 .$$

**Solution.** Part (f) with both functions equal to $v_{0,A}$ gives $\langle u,u\rangle=A^2R^{2l+3}/(2l+3)$. Since $2l+3$ is odd and positive, normalisation forces $R>0$ and $A\neq0$. The theorems therefore need no separate sign assumptions, and $A$ may be negative.

```lean
/-- The function `u = A r^l` is normalised in the sphere exactly when
`A² R^(2l+3) = 2l+3`. -/
theorem normalised_iff (l : ℕ) (R A : ℝ) :
    radialOverlap R (radialU l A) (radialU l A) = 1 ↔
      A ^ 2 * R ^ (2 * l + 3) = 2 * (l : ℝ) + 3 := by
  have h3 : 2 * (l : ℝ) + 3 ≠ 0 := by positivity
  have h : radialOverlap R (radialU l A) (radialU l A) =
      A ^ 2 * R ^ (2 * l + 3) / (2 * (l : ℝ) + 3) := by
    rw [radialU_eq, radialOverlap_formula]
    ring
  rw [h, div_eq_one_iff_eq h3]
```

## (h) The admixture fixed by orthogonality

If $u_E$ is normalised at every energy, differentiating $\langle u_E,u_E\rangle=1$ gives $\langle u_E,\dot u_E\rangle=0$. For normalised $u$, show that $\langle u,v\rangle=0$ exactly when
$$c=\frac{AR^2}{2(2l+5)} .$$

**Solution.** Part (f) with $v_{0,A}$ and $v_{A,c}$ gives
$$\langle u,v\rangle=\frac{AR^{2l+3}}{2l+3}\left(c-\frac{AR^2}{2(2l+5)}\right).$$
The prefactor is nonzero by (g); in the proof, `hne` states this for its numerator.

Lean takes $v$ as an explicit function with this orthogonality. The step to the physical $\dot u$, as a derivative along the regular, normalised solutions $u_E$, rests on the two differentiations in (d) and here, and on the fact that two regular solutions of $Tf=u$ differ by a multiple of $r^l$.

```lean
/-- For normalised `u`, orthogonality to `u` fixes the admixture of `r^l` to be
`c = A R² / (2(2l+5))`. -/
theorem orthogonal_iff (l : ℕ) (R A c : ℝ)
    (hn : radialOverlap R (radialU l A) (radialU l A) = 1) :
    radialOverlap R (radialU l A) (radialUDot l A c) = 0 ↔
      c = A * R ^ 2 / (2 * (2 * (l : ℝ) + 5)) := by
  have h3 : 2 * (l : ℝ) + 3 ≠ 0 := by positivity
  have h5 : 2 * (l : ℝ) + 5 ≠ 0 := by positivity
  have hA := (normalised_iff l R A).1 hn
  have hne : A * R ^ (2 * l + 3) ≠ 0 := fun h =>
    h3 (by linear_combination A * h - hA)
  have h : radialOverlap R (radialU l A) (radialUDot l A c) =
      A * R ^ (2 * l + 3) / (2 * (l : ℝ) + 3) *
        (c - A * R ^ 2 / (2 * (2 * (l : ℝ) + 5))) := by
    rw [radialU_eq, radialOverlap_formula]
    field_simp
    ring
  rw [h, mul_eq_zero, or_iff_right (div_ne_zero hne h3), sub_eq_zero]
```

## (i) Norm and logarithmic derivative

Let $u$ be normalised and $v$ orthogonal to it. Show that $v(R)\neq0$ and
$$\int_0^R r^2v^2\,dr=\frac{R^4}{(2l+3)(2l+5)^2(2l+7)},\qquad \frac{R\,v'(R)}{v(R)}=3l+5 .$$

**Solution.** Insert $c$ from (h). The boundary value is
$$v(R)=\frac{AR^{l+2}}{2}\left(\frac1{2l+5}-\frac1{2l+3}\right)=-\frac{AR^{l+2}}{(2l+3)(2l+5)}\neq0 .$$
From (c),
$$R\,v'(R)=\frac{AR^{l+2}}{2}\left(\frac{l}{2l+5}-\frac{l+2}{2l+3}\right)=-\frac{(3l+5)AR^{l+2}}{(2l+3)(2l+5)},$$
and division gives $3l+5$. For the norm, (f) gives
$$\langle v,v\rangle=\frac{A^2R^{2l+7}}{4}\left(\frac{1}{(2l+3)^2(2l+7)}-\frac{1}{(2l+3)(2l+5)^2}\right).$$
Since $(2l+5)^2-(2l+3)(2l+7)=4$, this equals
$$\frac{A^2R^{2l+3}\,R^4}{(2l+3)^2(2l+5)^2(2l+7)},$$
and (g) replaces $A^2R^{2l+3}$ by $2l+3$.

In Lean, `hv` is the boundary value and `key` is the norm before the last replacement. The hypotheses `hn` and `ho` are normalisation and orthogonality.

In an LAPW calculation the squared norm of $\dot u$ enters the overlap matrix. The values here can be compared with the output of a non-relativistic radial solver run with zero potential at zero energy, provided that it normalises $u$ and makes $\dot u$ orthogonal to it. If the solver measures energy in Hartree instead of Rydberg, its $\dot u$ is twice as large and the squared norm four times as large, while the logarithmic derivative is unchanged.

```lean
/-- If `u = A r^l` is normalised in the sphere and `v = -A r^(l+2) / (2(2l+3)) + c r^l` is
orthogonal to it, then `v` has squared norm `R⁴ / ((2l+3)(2l+5)²(2l+7))`, does not vanish at
the sphere boundary, and has there the logarithmic derivative `R v'(R) / v(R) = 3l+5`. -/
theorem energyDerivative_norm_and_logDeriv (l : ℕ) (R A c : ℝ)
    (hn : radialOverlap R (radialU l A) (radialU l A) = 1)
    (ho : radialOverlap R (radialU l A) (radialUDot l A c) = 0) :
    radialOverlap R (radialUDot l A c) (radialUDot l A c) =
        R ^ 4 / ((2 * (l : ℝ) + 3) * (2 * l + 5) ^ 2 * (2 * l + 7)) ∧
      radialUDot l A c R ≠ 0 ∧
      R * deriv (radialUDot l A c) R / radialUDot l A c R = 3 * l + 5 := by
  have h3 : 2 * (l : ℝ) + 3 ≠ 0 := by positivity
  have h5 : 2 * (l : ℝ) + 5 ≠ 0 := by positivity
  have h7 : 2 * (l : ℝ) + 7 ≠ 0 := by positivity
  have hA := (normalised_iff l R A).1 hn
  have hc := (orthogonal_iff l R A c hn).1 ho
  have hA0 : A ≠ 0 := by
    intro h
    rw [h] at hA
    exact h3 (by linear_combination -hA)
  have hR0 : R ≠ 0 := by
    intro h
    rw [h, zero_pow (by omega)] at hA
    exact h3 (by linear_combination -hA)
  -- the boundary value
  have hv : radialUDot l A c R =
      -(A * R ^ (l + 2)) / ((2 * (l : ℝ) + 3) * (2 * l + 5)) := by
    rw [hc, radialUDot]
    field_simp
    ring
  have hv0 : radialUDot l A c R ≠ 0 := by
    rw [hv]
    exact div_ne_zero (neg_ne_zero.2 (mul_ne_zero hA0 (pow_ne_zero _ hR0)))
      (mul_ne_zero h3 h5)
  refine ⟨?_, hv0, ?_⟩
  · -- collect the factor fixed by the normalisation of `u`
    have key : radialOverlap R (radialUDot l A c) (radialUDot l A c) =
        A ^ 2 * R ^ (2 * l + 3) * R ^ 4 /
          ((2 * (l : ℝ) + 3) ^ 2 * (2 * l + 5) ^ 2 * (2 * l + 7)) := by
      rw [radialOverlap_formula, hc]
      field_simp
      ring
    rw [key, hA]
    field_simp
  · rw [div_eq_iff hv0, hv, (hasDerivAt_radialUDot l A c R).deriv, pow_pred l hR0, hc]
    field_simp
    ring
```

## (j) An s-wave example

For $l=0$, $R=3$, $A=\tfrac13$ and $c=\tfrac3{10}$, show that
$$\langle u,u\rangle=1,\qquad \langle u,v\rangle=0 .$$

**Solution.** Here $A^2R^3=3$ and $AR^2/10=\tfrac3{10}$, as (g) and (h) require. Lean evaluates the formula of (f) directly.

```lean
/-- An s-wave instance, with `R = 3`, `A = 1/3` and `c = 3/10`, in which `u` is normalised
and `v` is orthogonal to it. -/
theorem energyDerivative_witness :
    radialOverlap 3 (radialU 0 (1 / 3)) (radialU 0 (1 / 3)) = 1 ∧
      radialOverlap 3 (radialU 0 (1 / 3)) (radialUDot 0 (1 / 3) (3 / 10)) = 0 := by
  constructor <;> rw [radialU_eq, radialOverlap_formula] <;> norm_num
```

Now keep $u$ but drop orthogonality by taking $c=0$. Then $v=-r^2/18$ has logarithmic derivative $2$ instead of $5$, and squared norm $27/28$ instead of $27/175$. Normalisation of $u$ at zero energy alone thus fixes neither quantity; normalisation at neighbouring energies is what brings in the orthogonality.

A neighbouring result follows by hand from the same overlaps, without a Lean proof here. Write $c_0$ for the value of $c$ in (h). Changing $c$ adds $\frac{c-c_0}{A}u$ to the orthogonal function, so for normalised $u$
$$\langle v_{A,c},v_{A,c}\rangle=\langle v_{A,c_0},v_{A,c_0}\rangle+\frac{(c-c_0)^2}{A^2}.$$
The orthogonal choice has the smallest norm.

## (k) The boundary Wronskian

Under the hypotheses of (i), show that
$$R^2\bigl(u'(R)v(R)-u(R)v'(R)\bigr)=1 .$$

**Solution.** Use $Ru'(R)=l\,u(R)$ and $Rv'(R)=(3l+5)v(R)$. The left side becomes
$$-(2l+5)R\,u(R)v(R)=\frac{A^2R^{2l+3}}{2l+3}=1$$
by the boundary value in (i) and the normalisation in (g). The Lean steps `hu` and `hd` supply the two slopes, and `key` reduces the expression to the last fraction.

For this empty sphere, the identity shows that the two-by-two system matching value and slope to a plane wave has a nonzero determinant, so its coefficients are uniquely determined.

```lean
/-- For normalised `u = A r^l` and `v = -A r^(l+2) / (2(2l+3)) + c r^l` orthogonal to it,
the boundary values obey `R² (u'(R) v(R) - u(R) v'(R)) = 1`. -/
theorem boundary_wronskian (l : ℕ) (R A c : ℝ)
    (hn : radialOverlap R (radialU l A) (radialU l A) = 1)
    (ho : radialOverlap R (radialU l A) (radialUDot l A c) = 0) :
    R ^ 2 * (deriv (radialU l A) R * radialUDot l A c R
      - radialU l A R * deriv (radialUDot l A c) R) = 1 := by
  have h3 : 2 * (l : ℝ) + 3 ≠ 0 := by positivity
  have hA := (normalised_iff l R A).1 hn
  obtain ⟨-, hv0, hlog⟩ := energyDerivative_norm_and_logDeriv l R A c hn ho
  have hc := (orthogonal_iff l R A c hn).1 ho
  have hR0 : R ≠ 0 := by
    intro h
    rw [h, zero_pow (by omega)] at hA
    exact h3 (by linear_combination -hA)
  have hd : deriv (radialUDot l A c) R = (3 * l + 5) * radialUDot l A c R / R := by
    rw [eq_div_iff hR0, ← (div_eq_iff hv0).1 hlog]
    ring
  have hu : deriv (radialU l A) R = A * (l * R ^ l / R) := by
    rw [radialU_eq, (hasDerivAt_radialUDot l 0 A R).deriv, pow_pred l hR0]
    ring
  have key : R ^ 2 * (deriv (radialU l A) R * radialUDot l A c R
      - radialU l A R * deriv (radialUDot l A c) R) =
      A ^ 2 * R ^ (2 * l + 3) / (2 * (l : ℝ) + 3) := by
    have h5 : 2 * (l : ℝ) + 5 ≠ 0 := by positivity
    rw [hd, hu, hc]
    simp only [radialU, radialUDot]
    field_simp
    ring
  rw [key, hA, div_self h3]

end LAPWEnergyDerivative
```

```lean
#print axioms LAPWEnergyDerivative.radialKinetic_radialU
#print axioms LAPWEnergyDerivative.energyDerivative_norm_and_logDeriv
#print axioms LAPWEnergyDerivative.boundary_wronskian
```

```
'LAPWEnergyDerivative.radialKinetic_radialU' depends on axioms: [propext, Classical.choice, Quot.sound]
'LAPWEnergyDerivative.energyDerivative_norm_and_logDeriv' depends on axioms: [propext, Classical.choice, Quot.sound]
'LAPWEnergyDerivative.boundary_wronskian' depends on axioms: [propext, Classical.choice, Quot.sound]
```
